# A filled shell of fermion modes has zero total angular momentum

Q: Take a \(2p\) shell with six electrons, one in each spin-orbital. Each electron has orbital and spin angular momentum, yet the shell as a whole has none. The usual argument pairs every \(m\) with \(-m\). That settles \(J_z\), but what about \(J_x\) and \(J_y\), which move electrons between orbitals? And can an algebraic statement about operators capture this?

A: It can, and it treats all three components alike. Let \(c_i\) remove a fermion from mode \(i\) of the shell and \(c_i^*\) add one, with
\[
c_i c_j^* + c_j^* c_i=\delta_{ij},\qquad c_i c_j+c_j c_i=0,\qquad c_i^*c_j^*+c_j^*c_i^*=0 .
\]
A state \(v\) is filled if nothing can be added: \(c_i^*v=0\) for every \(i\). Apply the first relation, with the indices exchanged, to \(v\):
\[
c_i^*c_j v=\delta_{ij}v-c_jc_i^*v=\delta_{ij}v .
\]
An electron taken from mode \(j\) can only go back where it came from. For a one-particle matrix \(A\), write \(\hat A=\sum_{ij}A_{ij}c_i^*c_j\). Then
\[
\hat A v=\sum_{ij}A_{ij}\delta_{ij}v=\operatorname{tr}(A)\,v .
\]

Q: So everything rests on the trace of the angular momentum matrices?

A: Yes, and the commutation relations fix it. With \(\hbar=1\), \([J_x,J_y]=iJ_z\), so
\[
i\operatorname{tr}J_z=\operatorname{tr}(J_xJ_y)-\operatorname{tr}(J_yJ_x)=0 .
\]
The other two relations give \(\operatorname{tr}J_x=\operatorname{tr}J_y=0\). Hence \(\hat J_xv=\hat J_yv=\hat J_zv=0\), and
\[
(\hat J_x^2+\hat J_y^2+\hat J_z^2)v=\hat J_x(\hat J_xv)+\hat J_y(\hat J_yv)+\hat J_z(\hat J_zv)=0 .
\]

Q: You call \(\hat J_x,\hat J_y,\hat J_z\) an angular momentum. Do the many-body operators obey the right relations?

A: They do. Moving the inner operators past each other gives
\[
\begin{aligned}
c_i^*c_jc_k^*c_l&=\delta_{jk}c_i^*c_l-c_i^*c_k^*c_jc_l,\\
c_k^*c_lc_i^*c_j&=\delta_{li}c_k^*c_j-c_k^*c_i^*c_lc_j .
\end{aligned}
\]
The quartic terms are equal, because exchanging the two creators and the two annihilators costs two signs. Subtracting,
\[
[c_i^*c_j,\,c_k^*c_l]=\delta_{jk}c_i^*c_l-\delta_{li}c_k^*c_j .
\]
Multiply by \(A_{ij}B_{kl}\) and sum:
\[
[\hat A,\hat B]=\sum_{il}(AB)_{il}c_i^*c_l-\sum_{kj}(BA)_{kj}c_k^*c_j=\widehat{[A,B]} .
\]
So \([\hat J_x,\hat J_y]=\widehat{iJ_z}=i\hat J_z\), and likewise for the other two.

Q: Now the formal version. What are the modes and the states?

A: The modes are labelled by a finite type `ι`, and the states live in a complex vector space `V`, which may have infinite dimension. The families `c` and `cd` are linear operators on `V`, standing for \(c_i\) and \(c_i^*\).

In Lean 4 with Mathlib:

```lean
import Mathlib

open Matrix

namespace ClosedShell

noncomputable section

variable {ι V : Type*} [Fintype ι] [AddCommGroup V] [Module ℂ V]
variable {c cd : ι → Module.End ℂ V} {v : V}
```

Q: I see no inner product. How can `cd i` be the adjoint of `c i`?

A: It isn't required to be. The argument uses only the anticommutation relations, so the usual Fock space with true adjoints is a special case. The relations are collected in one structure, where the `if` expression is \(\delta_{ij}\).

```lean
/-- The canonical anticommutation relations for annihilators `c i` and creators `cd i`. -/
structure IsCAR {ι V : Type*} [DecidableEq ι] [AddCommGroup V] [Module ℂ V]
    (c cd : ι → Module.End ℂ V) : Prop where
  mixed : ∀ i j, c i * cd j + cd j * c i = if i = j then 1 else 0
  ann : ∀ i j, c i * c j + c j * c i = 0
  cre : ∀ i j, cd i * cd j + cd j * cd i = 0
```

`V` may also describe modes beyond those in `ι`. The shell can then be a filled core with other electrons present, and the operators below measure the core's contribution alone.

Q: And the angular momentum?

A: It is defined by its three commutation relations in an arbitrary complex algebra. The same definition therefore serves for one-particle matrices and for many-body operators.

```lean
/-- The angular momentum commutation relations, in units with `ħ = 1`. -/
structure IsAngularMomentum {R : Type*} [Ring R] [Algebra ℂ R] (x y z : R) : Prop where
  xy : x * y - y * x = Complex.I • z
  yz : y * z - z * y = Complex.I • x
  zx : z * x - x * z = Complex.I • y
```

No spin value is specified and no irreducibility is assumed. For the \(p\) shell you can insert the \(6\times6\) matrices of \(\mathbf L\), \(\mathbf S\) or \(\mathbf L+\mathbf S\).

Q: Could I cheat by calling a single spin-orbital with \(m=1\) a shell and filling it?

A: The hypothesis stops you here. Restricted to that spin-orbital, \(L_x\) and \(L_y\) become \(0\) while \(L_z\) becomes \(1\), so \([L_x,L_y]=iL_z\) fails. The trace is \(1\), and the filled spin-orbital does carry \(L_z=1\). A shell that rotations map into itself always satisfies the relations, but the relations alone do not guarantee that it is one. For a single \(m=0\) spin-orbital of a \(p\) shell, all three restricted matrices are \(0\) and the relations hold trivially, although the true \(L_x\) and \(L_y\) lead out of it. To read the theorem as a statement about the physical angular momentum, you must choose a shell that rotations map into itself.

Q: Then `oneBody` must be your \(\hat A\).

A: Exactly, as a double sum, for any complex matrix, Hermitian or not. A short lemma records that a scalar factor passes through it, which is needed for the \(i\) in the commutation relations.

```lean
/-- The many-body operator `∑ A i j c_i* c_j` of a one-particle matrix `A`. -/
def oneBody (c cd : ι → Module.End ℂ V) (A : Matrix ι ι ℂ) : Module.End ℂ V :=
  ∑ i, ∑ j, A i j • (cd i * c j)

/-- Scaling a one-particle matrix scales its many-body operator. -/
theorem oneBody_smul (a : ℂ) (A : Matrix ι ι ℂ) :
    oneBody c cd (a • A) = a • oneBody c cd A := by
  simp only [oneBody, Matrix.smul_apply, smul_eq_mul, mul_smul, Finset.smul_sum]
```

Q: Where does the filled shell enter?

A: Through the hypothesis `hv : ∀ i, cd i v = 0`. The next lemma is the hopping identity \(c_i^*c_jv=\delta_{ij}v\). Its proof applies `h.mixed j i` to `v`, then treats \(i=j\) and \(i\neq j\) separately; `hv` removes the term in which the creator acts first.

```lean
variable [DecidableEq ι]

omit [Fintype ι] in
/-- In a filled shell, moving a fermion from mode `j` to mode `i` gives the same state
if `i = j` and zero otherwise. -/
theorem hop_filled (h : IsCAR c cd) (hv : ∀ i, cd i v = 0) (i j : ι) :
    cd i (c j v) = if i = j then v else 0 := by
  have e := congrArg (fun T : Module.End ℂ V => T v) (h.mixed j i)
  by_cases hij : i = j
  · subst hij
    simpa [hv] using e
  · simpa [hv, hij, Ne.symm hij] using e
```

Summing over the modes gives the trace formula. The simplifier inserts the hopping identity into the double sum, and the Kronecker delta leaves the diagonal.

```lean
/-- Every one-body operator acts on a filled shell as multiplication by the trace
of its one-particle matrix. -/
theorem oneBody_filled (h : IsCAR c cd) (hv : ∀ i, cd i v = 0) (A : Matrix ι ι ℂ) :
    oneBody c cd A v = A.trace • v := by
  simp only [oneBody, LinearMap.sum_apply, LinearMap.smul_apply, Module.End.mul_apply,
    hop_filled h hv, smul_ite, smul_zero, Finset.sum_ite_eq, Finset.mem_univ, if_true,
    Matrix.trace, Matrix.diag_apply, Finset.sum_smul]
```

Q: Does this say that a traceless matrix is needed, or only that it is enough?

A: Both, provided \(v\neq0\). If \(\operatorname{tr}(A)v=0\) and \(v\) is a genuine state, the scalar must vanish.

```lean
/-- A one-body operator annihilates a nonzero filled-shell state exactly when its
one-particle matrix is traceless. -/
theorem oneBody_filled_eq_zero_iff (h : IsCAR c cd) (hv : ∀ i, cd i v = 0) (h0 : v ≠ 0)
    (A : Matrix ι ι ℂ) : oneBody c cd A v = 0 ↔ A.trace = 0 := by
  rw [oneBody_filled h hv, smul_eq_zero]
  simp [h0]
```

In electronic structure, the trace formula is the reason a filled core adds only a constant to a one-body operator that does not couple the core to other orbitals; two-body interactions need a separate treatment.

Q: How is the commutator of bilinears proved?

A: Slightly differently from the calculation above. The commutator is first rewritten as a combination of complete anticommutators, an identity that `noncomm_ring` verifies in any ring. The canonical relations then replace each anticommutator by its value: the two mixed ones leave the deltas, and the other two vanish.

```lean
omit [Fintype ι] in
/-- The commutator of two fermion bilinears is a combination of bilinears. -/
theorem pair_commutator (h : IsCAR c cd) (i j k l : ι) :
    cd i * c j * (cd k * c l) - cd k * c l * (cd i * c j)
      = (if j = k then cd i * c l else 0) - (if l = i then cd k * c j else 0) := by
  -- group the products into anticommutators
  calc _ = cd i * (c j * cd k + cd k * c j) * c l - cd k * (c l * cd i + cd i * c l) * c j
        - (cd i * cd k + cd k * cd i) * (c j * c l)
        + cd k * cd i * (c j * c l + c l * c j) := by noncomm_ring
    _ = _ := by
        rw [h.mixed j k, h.mixed l i, h.cre i k, h.ann j l]
        split_ifs <;> simp
```

Q: And the passage to arbitrary matrices?

A: That is the summation with \(A_{ij}B_{kl}\), done in two stages. The step `lin` expands a commutator with a one-body operator into commutators with single bilinears. Then `key` evaluates
\[
[\hat A,c_k^*c_l]=\sum_iA_{ik}c_i^*c_l-\sum_jA_{lj}c_k^*c_j .
\]
After multiplication by \(B_{kl}\) and summation, `e1` recognises the first part as \(\widehat{AB}\) and `e2` the second as \(\widehat{BA}\). Most of the work there is reordering finite sums.

```lean
/-- The commutator of two one-body operators is the one-body operator of the commutator
of their matrices. -/
theorem oneBody_commutator (h : IsCAR c cd) (A B : Matrix ι ι ℂ) :
    oneBody c cd A * oneBody c cd B - oneBody c cd B * oneBody c cd A
      = oneBody c cd (A * B - B * A) := by
  have lin : ∀ (M : Matrix ι ι ℂ) (T : Module.End ℂ V),
      T * oneBody c cd M - oneBody c cd M * T
        = ∑ k, ∑ l, M k l • (T * (cd k * c l) - cd k * c l * T) := by
    intro M T
    simp only [oneBody, Finset.mul_sum, Finset.sum_mul, mul_smul_comm, smul_mul_assoc,
      smul_sub, Finset.sum_sub_distrib]
  -- commutator with a single bilinear
  have key : ∀ k l, oneBody c cd A * (cd k * c l) - cd k * c l * oneBody c cd A
      = ∑ i, A i k • (cd i * c l) - ∑ j, A l j • (cd k * c j) := by
    intro k l
    rw [← neg_sub (cd k * c l * oneBody c cd A), lin]
    simp only [pair_commutator h, smul_sub, smul_ite, smul_zero, Finset.sum_sub_distrib,
      neg_sub]
    congr 1
    · simp
    · rw [Finset.sum_comm]
      simp
  -- the two remaining sums are matrix products
  have e1 : ∑ k, ∑ l, B k l • ∑ i, A i k • (cd i * c l) = oneBody c cd (A * B) := by
    simp only [oneBody, Matrix.mul_apply, Finset.sum_smul, Finset.smul_sum, smul_smul]
    refine (Finset.sum_congr rfl fun k _ => Finset.sum_comm).trans
      (Finset.sum_comm.trans (Finset.sum_congr rfl fun i _ => ?_))
    refine Finset.sum_comm.trans
      (Finset.sum_congr rfl fun l _ => Finset.sum_congr rfl fun k _ => ?_)
    rw [mul_comm (B k l)]
  have e2 : ∑ k, ∑ l, B k l • ∑ j, A l j • (cd k * c j) = oneBody c cd (B * A) := by
    simp only [oneBody, Matrix.mul_apply, Finset.sum_smul, Finset.smul_sum, smul_smul]
    exact Finset.sum_congr rfl fun k _ => Finset.sum_comm
  have e3 : oneBody c cd (A * B - B * A) = oneBody c cd (A * B) - oneBody c cd (B * A) := by
    simp only [oneBody, Matrix.sub_apply, sub_smul, Finset.sum_sub_distrib]
  rw [lin, e3, ← e1, ← e2]
  simp only [key, smul_sub, Finset.sum_sub_distrib]
```

The three angular momentum relations for the total operators follow at once: take the commutator inside, use the matrix relation, and pull out the factor \(i\).

```lean
/-- If one-particle matrices obey the angular momentum relations, so do the total
many-body operators built from them. -/
theorem total_isAngularMomentum (h : IsCAR c cd) {Jx Jy Jz : Matrix ι ι ℂ}
    (hJ : IsAngularMomentum Jx Jy Jz) :
    IsAngularMomentum (oneBody c cd Jx) (oneBody c cd Jy) (oneBody c cd Jz) where
  xy := by rw [oneBody_commutator h, hJ.xy, oneBody_smul]
  yz := by rw [oneBody_commutator h, hJ.yz, oneBody_smul]
  zx := by rw [oneBody_commutator h, hJ.zx, oneBody_smul]
```

Q: So the final theorem has the total operators I would write down myself?

A: Yes. It assumes the anticommutation relations, a filled \(v\), and matrices obeying the angular momentum relations. It concludes that each component annihilates \(v\), and that the sum of the three squares does too.

```lean
/-- A closed shell carries no angular momentum: each component of the total angular
momentum, and its square, annihilates the filled-shell state. -/
theorem closed_shell (h : IsCAR c cd) (hv : ∀ i, cd i v = 0) {Jx Jy Jz : Matrix ι ι ℂ}
    (hJ : IsAngularMomentum Jx Jy Jz) :
    oneBody c cd Jx v = 0 ∧ oneBody c cd Jy v = 0 ∧ oneBody c cd Jz v = 0 ∧
      (oneBody c cd Jx * oneBody c cd Jx + oneBody c cd Jy * oneBody c cd Jy
        + oneBody c cd Jz * oneBody c cd Jz) v = 0 := by
  -- if `I • C` is a commutator, the many-body operator of `C` annihilates `v`
  have key : ∀ A B C : Matrix ι ι ℂ, A * B - B * A = Complex.I • C →
      oneBody c cd C v = 0 := by
    intro A B C e
    have t := oneBody_filled h hv (A * B - B * A)
    rw [Matrix.trace_sub, Matrix.trace_mul_comm A B, sub_self, zero_smul, e, oneBody_smul,
      LinearMap.smul_apply] at t
    exact (smul_eq_zero.mp t).resolve_left Complex.I_ne_zero
  have hx := key _ _ _ hJ.yz
  have hy := key _ _ _ hJ.zx
  have hz := key _ _ _ hJ.xy
  refine ⟨hx, hy, hz, ?_⟩
  simp only [LinearMap.add_apply, Module.End.mul_apply, hx, hy, hz, map_zero, add_zero]
```

The internal step `key` is the trace argument. If \([A,B]=iC\), the trace formula applied to \([A,B]\) gives \(0=i\,\hat Cv\), and since \(i\neq0\), \(\hat Cv=0\). The three relations supply the three components. The square follows by applying each component twice.

Q: An abstract theorem could have assumptions that nothing satisfies. Is there an actual shell behind it?

A: The smallest familiar one is a single spatial orbital holding a spin-up and a spin-down electron. The modes are numbered \(0\) and \(1\), and the Fock space has basis \(|00\rangle,|10\rangle,|01\rangle,|11\rangle\). The annihilators are explicit matrices.

```lean
/-- Annihilation matrices of two fermion modes in the occupation basis 00, 10, 01, 11. -/
def annM : Fin 2 → Matrix (Fin 4) (Fin 4) ℂ :=
  ![!![0, 1, 0, 0; 0, 0, 0, 0; 0, 0, 0, 1; 0, 0, 0, 0],
    !![0, 0, 1, 0; 0, 0, 0, -1; 0, 0, 0, 0; 0, 0, 0, 0]]
```

The entry \(-1\) says \(c_1|11\rangle=-|10\rangle\), the sign picked up in passing the fermion in mode \(0\). Here the creators really are adjoints, given by conjugate transposes. The filled state is the normalised vector \(|11\rangle\), and the one-particle matrices are the spin-1/2 matrices.

```lean
/-- Two modes on a four-dimensional Fock space, its doubly occupied state and the
spin-1/2 matrices satisfy the assumptions of the closed-shell theorem. -/
theorem closed_shell_witness :
    IsCAR (fun i => Matrix.toLinAlgEquiv' (annM i))
      (fun i => Matrix.toLinAlgEquiv' (annM i)ᴴ) ∧
    (∀ i, Matrix.toLinAlgEquiv' (annM i)ᴴ ![0, 0, 0, 1] = 0) ∧
    (![0, 0, 0, 1] : Fin 4 → ℂ) ≠ 0 ∧
    IsAngularMomentum (!![0, 1 / 2; 1 / 2, 0] : Matrix (Fin 2) (Fin 2) ℂ)
      !![0, -Complex.I / 2; Complex.I / 2, 0] !![1 / 2, 0; 0, -1 / 2] := by
  have hm : ∀ i j, annM i * (annM j)ᴴ + (annM j)ᴴ * annM i = if i = j then 1 else 0 := by
    intro i j
    ext a b
    -- expand the products into entries before inserting the matrices
    simp only [Matrix.add_apply, Matrix.mul_apply, Matrix.conjTranspose_apply,
      Fin.sum_univ_four]
    fin_cases i <;> fin_cases j <;> fin_cases a <;> fin_cases b <;> simp [annM]
  have ha : ∀ i j, annM i * annM j + annM j * annM i = 0 := by
    intro i j
    fin_cases i <;> fin_cases j <;> ext a b <;> fin_cases a <;> fin_cases b <;>
      simp [annM]
  have hc : ∀ i j, (annM i)ᴴ * (annM j)ᴴ + (annM j)ᴴ * (annM i)ᴴ = 0 := by
    intro i j
    rw [← Matrix.conjTranspose_mul, ← Matrix.conjTranspose_mul,
      ← Matrix.conjTranspose_add, ha, Matrix.conjTranspose_zero]
  refine ⟨⟨fun i j => ?_, fun i j => ?_, fun i j => ?_⟩, fun i => ?_, fun e => ?_, ?_⟩
  · beta_reduce
    rw [← map_mul, ← map_mul, ← map_add, hm]
    split_ifs
    · exact map_one _
    · exact map_zero _
  · beta_reduce
    rw [← map_mul, ← map_mul, ← map_add, ha, map_zero]
  · beta_reduce
    rw [← map_mul, ← map_mul, ← map_add, hc, map_zero]
  · rw [Matrix.toLinAlgEquiv'_apply]
    ext a
    fin_cases i <;> fin_cases a <;>
      simp [annM, Matrix.mulVec, dotProduct, Fin.sum_univ_four]
  · simpa using congrFun e 3
  · constructor <;> ext a b <;> fin_cases a <;> fin_cases b <;>
      simp
    all_goals first
      | ring1
      | linear_combination (1 / 2 : ℂ) * Complex.I_sq
      | linear_combination (-1 / 2 : ℂ) * Complex.I_sq

end

end ClosedShell
```

The proof checks the mixed and annihilator relations entry by entry. It obtains the creator relations by taking the conjugate transpose, then carries all of them from matrices to linear operators. The remaining goals are that both creators annihilate \(|11\rangle\), that this vector is nonzero, and that the spin matrices satisfy their commutation relations, where \(i^2=-1\) enters. With these assumptions met, `closed_shell` gives zero total spin for the doubly occupied orbital.

```lean
#print axioms ClosedShell.oneBody_filled_eq_zero_iff
#print axioms ClosedShell.total_isAngularMomentum
#print axioms ClosedShell.closed_shell
```

```
'ClosedShell.oneBody_filled_eq_zero_iff' depends on axioms: [propext, Classical.choice, Quot.sound]
'ClosedShell.total_isAngularMomentum' depends on axioms: [propext, Classical.choice, Quot.sound]
'ClosedShell.closed_shell' depends on axioms: [propext, Classical.choice, Quot.sound]
```

Q: Then what should I not read into it for a real atom?

A: The theorem concerns a state in which every mode of the shell is occupied. An interacting ground state generally mixes in configurations where the shell is not full, and the hypothesis on \(v\) then fails, even if the total angular momentum is still zero for other reasons. Nor does the theorem say which shells are filled in a given atom, since no Hamiltonian appears. The number of modes is finite, so an infinite filled sea, where the trace itself would need care, is not included.

Q: And my pairing of \(m\) with \(-m\)?

A: It is the statement \(\operatorname{tr}J_z=0\), read off in a basis where \(J_z\) is diagonal. The commutation relations give the same zero for \(J_x\) and \(J_y\), and the hopping identity disposes of their off-diagonal elements: in a full shell, an electron has no other orbital to move to.
